# Zero-energy Andreev reflection at an ideal interface depends only on tᴴt when the scattering matrix is symmetric

The formula for the hole reflected from a superconductor contains an inverse that need not exist. An electron enters a normal region from a lead, bounces between that region and the superconductor, and returns as a hole with amplitude

A = −i conj(t') (1 + r' conj(r'))⁻¹ t.

Here t transmits from the lead towards the superconductor, t' transmits back, r and r' are the reflection matrices on the lead side and the superconductor side, and conj acts entrywise. With two channels facing the superconductor, no transmission and r' = [[0, 1], [−1, 0]], the scattering matrix can be unitary, yet 1 + r' conj(r') = 0. Does symmetry of S = [[r, t'], [t, r']] always prevent this? And how can the phases of r' drop out, leaving only X = tᴴt?

## Symmetry turns the reflection loop into a positive matrix

Yes, it always does, and the same identity removes r' from the answer.

Let a be the incoming electron wave and e the electron wave leaving the normal region towards the superconductor. The interface converts electron to hole, and hole to electron, with a factor −i each time. Holes scatter with conj(S), so one round trip contributes (−i)² r' conj(r'):

e = t a − r' conj(r') e

(1 + r' conj(r')) e = t a

The hole wave in the lead is b = −i conj(t') e. Once the inverse exists, this gives b = A a.

Symmetry of S means t' = tᵀ and r' = r'ᵀ, so conj(t') = tᴴ and conj(r') = r'ᴴ. Two blocks of the unitarity relations read

t tᴴ + r' r'ᴴ = 1

rᴴr + tᴴt = 1

Therefore

P = 1 + r' conj(r') = 1 + r' r'ᴴ = 2 − t tᴴ

Q = 2 − X = 1 + rᴴr

For v ≠ 0, vᴴPv = |v|² + |r'ᴴv|² > 0, and likewise vᴴQv = |v|² + |rv|² > 0. Both matrices are invertible. Finally,

P t = 2t − t tᴴt = t Q

so P⁻¹t = tQ⁻¹, and

A = −i tᴴP⁻¹t = −i X(2 − X)⁻¹.

If Xv = Tv with v ≠ 0, then Qv = (2 − T)v. Invertibility of Q forces T ≠ 2, and Av = −i T/(2 − T) v.

In the Lean code, the finite types `n` and `m` label the lead channels and the channels facing the superconductor; their numbers may differ. `IsReciprocal` states that the block matrix is unitary and symmetric. Symmetry stands for time-reversal symmetry with spin left out, for instance in a non-magnetic region without magnetic field or spin-orbit coupling. It also takes a choice of basis: each outgoing mode is the complex conjugate of the matching incoming mode. `t'.map star` is the entrywise conjugate, `tᴴ` the adjoint, and `2` twice the identity matrix. `IsUnit` says that a matrix has a true inverse.

`andreevAmplitude` is a definition, and `hole_wave_of_matching` derives it from the wave equations. Those equations assume a conventional s-wave superconductor, excitations at the Fermi level, a superconducting phase set to zero, and an interface without normal reflection. That a real junction obeys them is the physical step left to the reader.

```lean
import Mathlib

open Matrix
open Complex (I)
open scoped ComplexOrder

namespace MultichannelAndreev

noncomputable section

variable {n m : Type*} [Fintype n] [DecidableEq n] [Fintype m] [DecidableEq m]

/-- The scattering matrix `[[r, t'], [t, r']]` of the normal region is unitary and symmetric. -/
structure IsReciprocal (r : Matrix n n ℂ) (t' : Matrix n m ℂ) (t : Matrix m n ℂ)
    (r' : Matrix m m ℂ) : Prop where
  unitary : fromBlocks r t' t r' ∈ unitaryGroup (n ⊕ m) ℂ
  symm : (fromBlocks r t' t r').IsSymm

/-- The zero-energy electron-to-hole reflection matrix `-i conj(t') (1 + r' conj(r'))⁻¹ t`,
meaningful when `1 + r' conj(r')` is invertible; otherwise Lean sets the inverse to zero. -/
def andreevAmplitude (t' : Matrix n m ℂ) (t : Matrix m n ℂ) (r' : Matrix m m ℂ) :
    Matrix n n ℂ :=
  (-I) • (t'.map star * (1 + r' * r'.map star)⁻¹ * t)

variable {r : Matrix n n ℂ} {t' : Matrix n m ℂ} {t : Matrix m n ℂ} {r' : Matrix m m ℂ}

/-- For a symmetric unitary scattering matrix, the hole amplitudes `conj(t')` and `conj(r')`
are the adjoints of `t` and `r'`. -/
theorem hole_blocks (h : IsReciprocal r t' t r') :
    t'.map star = tᴴ ∧ r'.map star = r'ᴴ := by
  have hs : (fromBlocks r t' t r')ᵀ = fromBlocks r t' t r' := h.symm
  rw [fromBlocks_transpose, fromBlocks_inj] at hs
  obtain ⟨-, h1, -, h2⟩ := hs
  constructor
  · rw [← h1]
    rfl
  · conv_lhs => rw [← h2]
    rfl

/-- Flux conservation in a symmetric unitary scattering matrix, for the outgoing channels
facing the superconductor and for the incoming channels of the lead. -/
theorem flux_blocks (h : IsReciprocal r t' t r') :
    t * tᴴ + r' * r'ᴴ = 1 ∧ rᴴ * r + tᴴ * t = 1 := by
  have h1 := mem_unitaryGroup_iff.mp h.unitary
  have h2 := mem_unitaryGroup_iff'.mp h.unitary
  rw [star_eq_conjTranspose, fromBlocks_conjTranspose, fromBlocks_multiply,
    ← fromBlocks_one, fromBlocks_inj] at h1 h2
  exact ⟨h1.2.2.2, h2.1⟩

/-- For a symmetric unitary scattering matrix, `1 + r' conj(r')` and `2 - tᴴ t` are
invertible. -/
theorem isUnit_loop (h : IsReciprocal r t' t r') :
    IsUnit (1 + r' * r'.map star) ∧ IsUnit (2 - tᴴ * t) := by
  constructor
  · rw [(hole_blocks h).2]
    exact (PosDef.one.add_posSemidef (posSemidef_self_mul_conjTranspose r')).isUnit
  · have e : 2 - tᴴ * t = 1 + rᴴ * r := by
      rw [eq_sub_of_add_eq (flux_blocks h).2, ← add_sub_assoc, one_add_one_eq_two]
    rw [e]
    exact (PosDef.one.add_posSemidef (posSemidef_conjTranspose_mul_self r)).isUnit

/-- Wave matching: an electron wave `a` enters a normal region with symmetric unitary scattering
matrix, no hole enters from the lead, holes scatter with the entrywise conjugate matrix, and the
superconductor converts electrons and holes into each other with factor `-i`. The hole wave `b`
returned to the lead is the Andreev amplitude applied to `a`. -/
theorem hole_wave_of_matching (h : IsReciprocal r t' t r') {a b : n → ℂ}
    {eOut eIn hOut hIn : m → ℂ}
    (h1 : eOut = t *ᵥ a + r' *ᵥ eIn) (h2 : eIn = (-I) • hOut)
    (h3 : hOut = r'.map star *ᵥ hIn) (h4 : hIn = (-I) • eOut)
    (h5 : b = t'.map star *ᵥ hIn) :
    b = andreevAmplitude t' t r' *ᵥ a := by
  have hI : (-I) * (-I) = -1 := by rw [neg_mul_neg, Complex.I_mul_I]
  -- two Andreev reflections give the factor -1
  have loop : r' *ᵥ eIn = -(r' *ᵥ (r'.map star *ᵥ eOut)) := by
    rw [h2, h3, h4]
    simp only [mulVec_smul, smul_smul]
    rw [hI, neg_one_smul]
  have key : (1 + r' * r'.map star) *ᵥ eOut = t *ᵥ a := by
    rw [add_mulVec, one_mulVec, ← mulVec_mulVec]
    rw [loop, ← sub_eq_add_neg] at h1
    exact eq_sub_iff_add_eq.mp h1
  have hdet := (isUnit_iff_isUnit_det _).mp (isUnit_loop h).1
  have sol : eOut = (1 + r' * r'.map star)⁻¹ *ᵥ (t *ᵥ a) := by
    rw [← key, mulVec_mulVec, nonsing_inv_mul _ hdet, one_mulVec]
  rw [h5, h4, mulVec_smul, andreevAmplitude, smul_mulVec, ← mulVec_mulVec,
    ← mulVec_mulVec, ← sol]

/-- Multichannel Andreev reflection: for a symmetric unitary scattering matrix the zero-energy
amplitude is `-i X (2 - X)⁻¹` with `X = tᴴ t`, and both inverses involved exist. -/
theorem andreevAmplitude_eq (h : IsReciprocal r t' t r') :
    IsUnit (1 + r' * r'.map star) ∧ IsUnit (2 - tᴴ * t) ∧
      andreevAmplitude t' t r' = (-I) • (tᴴ * t * (2 - tᴴ * t)⁻¹) := by
  obtain ⟨hP, hQ⟩ := isUnit_loop h
  refine ⟨hP, hQ, ?_⟩
  have e : 1 + r' * r'.map star = 2 - t * tᴴ := by
    rw [(hole_blocks h).2, eq_sub_of_add_eq' (flux_blocks h).1, ← add_sub_assoc,
      one_add_one_eq_two]
  rw [e] at hP
  have dP := (isUnit_iff_isUnit_det _).mp hP
  have dQ := (isUnit_iff_isUnit_det _).mp hQ
  have comm : (2 - t * tᴴ) * t = t * (2 - tᴴ * t) := by
    have p2 : (2 : Matrix m m ℂ) = 1 + 1 := one_add_one_eq_two.symm
    have q2 : (2 : Matrix n n ℂ) = 1 + 1 := one_add_one_eq_two.symm
    rw [p2, q2, Matrix.sub_mul, Matrix.mul_sub, Matrix.add_mul, Matrix.mul_add,
      Matrix.one_mul, Matrix.mul_one, Matrix.mul_assoc]
  -- move the inverse from one side of t to the other
  have push : (2 - t * tᴴ)⁻¹ * t = t * (2 - tᴴ * t)⁻¹ := by
    calc (2 - t * tᴴ)⁻¹ * t
        = (2 - t * tᴴ)⁻¹ * (t * ((2 - tᴴ * t) * (2 - tᴴ * t)⁻¹)) := by
          rw [mul_nonsing_inv _ dQ, Matrix.mul_one]
      _ = (2 - t * tᴴ)⁻¹ * ((2 - t * tᴴ) * t) * (2 - tᴴ * t)⁻¹ := by
          rw [comm]
          simp only [Matrix.mul_assoc]
      _ = t * (2 - tᴴ * t)⁻¹ := by
          rw [← Matrix.mul_assoc (2 - t * tᴴ)⁻¹, nonsing_inv_mul _ dP, Matrix.one_mul]
  rw [andreevAmplitude, e, (hole_blocks h).1, Matrix.mul_assoc, push, ← Matrix.mul_assoc]

/-- For a symmetric unitary scattering matrix, a nonzero eigenvector `v` of `tᴴ t` with
eigenvalue `T` has `T ≠ 2` and is Andreev reflected with amplitude `-i T / (2 - T)`. -/
theorem andreev_eigenchannel (h : IsReciprocal r t' t r') {v : n → ℂ} (hv : v ≠ 0) {T : ℂ}
    (hT : (tᴴ * t) *ᵥ v = T • v) :
    T ≠ 2 ∧ andreevAmplitude t' t r' *ᵥ v = ((-I) * T / (2 - T)) • v := by
  obtain ⟨-, hQ, hA⟩ := andreevAmplitude_eq h
  have dQ := (isUnit_iff_isUnit_det _).mp hQ
  have hv2 : (2 - tᴴ * t) *ᵥ v = (2 - T) • v := by
    have q2 : (2 : Matrix n n ℂ) = 1 + 1 := one_add_one_eq_two.symm
    rw [q2, sub_mulVec, add_mulVec, one_mulVec, hT]
    module
  have inv : (2 - tᴴ * t)⁻¹ *ᵥ ((2 - tᴴ * t) *ᵥ v) = v := by
    rw [mulVec_mulVec, nonsing_inv_mul _ dQ, one_mulVec]
  rw [hv2, mulVec_smul] at inv
  have hne : 2 - T ≠ 0 := by
    intro h0
    rw [h0, zero_smul] at inv
    exact hv inv.symm
  -- the inverse acts on the eigenchannel as a number
  have w : (2 - tᴴ * t)⁻¹ *ᵥ v = (2 - T)⁻¹ • v := by
    have e := congrArg (fun x => (2 - T)⁻¹ • x) inv
    simpa only [smul_smul, inv_mul_cancel₀ hne, one_smul] using e
  refine ⟨fun h2 => hne (by rw [h2, sub_self]), ?_⟩
  rw [hA, smul_mulVec, ← mulVec_mulVec, w, mulVec_smul, hT, smul_smul, smul_smul]
  congr 1
  ring

/-- Independent beam splitters with real reflection amplitudes `c j` and transmission amplitudes
`i s j`, where `c j ^ 2 + s j ^ 2 = 1`, form a symmetric unitary scattering matrix. -/
theorem isReciprocal_witness (c s : n → ℝ) (hcs : ∀ j, c j ^ 2 + s j ^ 2 = 1) :
    IsReciprocal (diagonal fun j => (c j : ℂ)) (diagonal fun j => I * (s j : ℂ))
      (diagonal fun j => I * (s j : ℂ)) (diagonal fun j => (c j : ℂ)) := by
  have e1 : ∀ j, (c j : ℂ) * star (c j : ℂ) + I * (s j : ℂ) * star (I * (s j : ℂ)) = 1 := by
    intro j
    have hj : (c j : ℂ) ^ 2 + (s j : ℂ) ^ 2 = 1 := by exact_mod_cast hcs j
    simp only [Complex.star_def, map_mul, Complex.conj_I, Complex.conj_ofReal]
    linear_combination hj - (s j : ℂ) ^ 2 * Complex.I_sq
  have e2 : ∀ j, (c j : ℂ) * star (I * (s j : ℂ)) + I * (s j : ℂ) * star (c j : ℂ) = 0 := by
    intro j
    simp only [Complex.star_def, map_mul, Complex.conj_I, Complex.conj_ofReal]
    ring
  obtain ⟨X, hX⟩ : ∃ X : Matrix n n ℂ, X = diagonal fun j => (c j : ℂ) := ⟨_, rfl⟩
  obtain ⟨Y, hY⟩ : ∃ Y : Matrix n n ℂ, Y = diagonal fun j => I * (s j : ℂ) := ⟨_, rfl⟩
  have d1 : X * Xᴴ + Y * Yᴴ = 1 := by
    rw [hX, hY, diagonal_conjTranspose, diagonal_conjTranspose, diagonal_mul_diagonal,
      diagonal_mul_diagonal, diagonal_add]
    exact (congrArg diagonal (funext e1)).trans diagonal_one
  have d2 : X * Yᴴ + Y * Xᴴ = 0 := by
    rw [hX, hY, diagonal_conjTranspose, diagonal_conjTranspose, diagonal_mul_diagonal,
      diagonal_mul_diagonal, diagonal_add]
    exact (congrArg diagonal (funext e2)).trans diagonal_zero
  have tX : Xᵀ = X := by rw [hX, diagonal_transpose]
  have tY : Yᵀ = Y := by rw [hY, diagonal_transpose]
  rw [← hX, ← hY]
  constructor
  · rw [mem_unitaryGroup_iff, star_eq_conjTranspose, fromBlocks_conjTranspose,
      fromBlocks_multiply, add_comm (Y * Xᴴ) (X * Yᴴ), add_comm (Y * Yᴴ) (X * Xᴴ),
      d1, d2, fromBlocks_one]
  · show (fromBlocks X Y Y X)ᵀ = fromBlocks X Y Y X
    rw [fromBlocks_transpose, tX, tY]

end

end MultichannelAndreev
```

```lean
#print axioms MultichannelAndreev.hole_wave_of_matching
#print axioms MultichannelAndreev.andreevAmplitude_eq
#print axioms MultichannelAndreev.andreev_eigenchannel
```

```
'MultichannelAndreev.hole_wave_of_matching' depends on axioms: [propext, Classical.choice, Quot.sound]
'MultichannelAndreev.andreevAmplitude_eq' depends on axioms: [propext, Classical.choice, Quot.sound]
'MultichannelAndreev.andreev_eigenchannel' depends on axioms: [propext, Classical.choice, Quot.sound]
```

`hole_blocks` reads the two conjugation identities off the transposed block matrix, and `flux_blocks` extracts the two unitarity relations. `isUnit_loop` adds a positive semidefinite matrix to the identity to get invertibility. In `hole_wave_of_matching`, `loop` supplies the minus sign of the round trip and `sol` solves for e.

The main theorem is `andreevAmplitude_eq`: its step `comm` is P t = t Q, and `push` moves the inverse through t. `andreev_eigenchannel` applies the result to an eigenvector, which need not be normalised. `isReciprocal_witness` shows that independent beam splitters with c_j² + s_j² = 1 satisfy the hypotheses; channel j then has transmission probability s_j².

In a transport calculation for non-interacting quasiparticles, with a symmetric S and the ideal interface assumed above, one computes t for the normal region at the Fermi energy and diagonalises tᴴt to obtain transmission probabilities T_j. No separate calculation of r' is needed. A channel with T_j = 1/2 has Andreev amplitude −i/3 and reflects an electron as a hole with probability 1/9. For spin-degenerate channels, the usual scattering formula, which I add here to the checked amplitude, then gives the zero-bias, zero-temperature conductance, with e now the elementary charge and h Planck's constant:

G = (4e²/h) Σ_j T_j²/(2 − T_j)².
